# Removing a molecule's rotation about its centre of mass: the least-energy angular velocity is unique unless the atoms are collinear

Subtract the wrong rigid rotation from the velocities of a bent molecule, and what remains still carries angular momentum and more kinetic energy than necessary. For a linear molecule the usual formula $I^{-1}L$ fails altogether, because the inertia tensor about the centre of mass has no inverse.

Take atoms with masses $m_i>0$, positions $r_i$ measured from the centre of mass, and velocities $v_i$. The task is to choose the angular velocity $w$ for which the velocities $v_i-w\times r_i$ have the least kinetic energy. If the atoms are not collinear, the unique choice is $w_0=I^{-1}L$, where $L$ is the angular momentum and $I$ the inertia tensor, both about the centre of mass. It leaves no angular momentum about that point and removes the energy $L\cdot(I^{-1}L)/2$. This applies to removing overall rotation from the velocities of an isolated molecule in a simulation, for finitely many classical point masses at a single instant.

```lean
import Mathlib

open Matrix

namespace RotatingMolecule

noncomputable section
```

## Energy, angular momentum and inertia

Vectors are triples of real numbers, without units.

```lean
/-- Vectors in three-dimensional space. -/
abbrev Vec := Fin 3 → ℝ
```

The atoms are labelled by a finite type `ι`. The kinetic energy is $T=\tfrac12\sum_i m_i\,v_i\cdot v_i$, with `⬝ᵥ` for the dot product.

```lean
variable {ι : Type*} [Fintype ι]

/-- Kinetic energy of particles with masses `m` and velocities `v`. -/
def kinetic (m : ι → ℝ) (v : ι → Vec) : ℝ := (∑ i, m i * (v i ⬝ᵥ v i)) / 2
```

The angular momentum about the origin is $L=\sum_i m_i\,r_i\times v_i$, with `⨯₃` for the cross product.

```lean
/-- Angular momentum about the origin. -/
def angMom (m : ι → ℝ) (r v : ι → Vec) : Vec := ∑ i, m i • (r i ⨯₃ v i)
```

The inertia tensor about the same origin is $I=\sum_i m_i\big((r_i\cdot r_i)\mathbf 1-r_ir_i^{T}\big)$, where `vecMulVec` forms the outer product.

```lean
/-- Inertia tensor about the origin. -/
def inertia (m : ι → ℝ) (r : ι → Vec) : Matrix (Fin 3) (Fin 3) ℝ :=
  ∑ i, m i • ((r i ⬝ᵥ r i) • (1 : Matrix (Fin 3) (Fin 3) ℝ) - vecMulVec (r i) (r i))
```

The residual velocities are $v_i-w\times r_i$. Any translation of the molecule stays in $v_i$; the total momentum need not be zero.

```lean
/-- Velocities left after subtracting the rigid rotation with angular velocity `w`. -/
def residual (r v : ι → Vec) (w : Vec) : ι → Vec := fun i => v i - w ⨯₃ r i
```

The candidate is $w_0=I^{-1}L$. Lean assigns a singular matrix the inverse zero, so `rotVel` has its physical meaning only when $I$ is invertible.

```lean
/-- The angular velocity `I⁻¹ L`, meaningful when the inertia tensor is invertible. -/
def rotVel (m : ι → ℝ) (r v : ι → Vec) : Vec := (inertia m r)⁻¹ *ᵥ angMom m r v
```

## What a change of angular velocity does

Since $r\times(w\times r)=(r\cdot r)\,w-(r\cdot w)\,r$, summing over the atoms with their masses gives
$$Iw=\sum_i m_i\,r_i\times(w\times r_i).$$
So $Iw$ is the angular momentum of the rigid rotation. The proof compares the three components, and `ring` closes each one.

```lean
/-- The inertia tensor maps an angular velocity to the angular momentum of the rigid rotation. -/
theorem inertia_mulVec (m : ι → ℝ) (r : ι → Vec) (w : Vec) :
    inertia m r *ᵥ w = angMom m r (fun i => w ⨯₃ r i) := by
  ext k
  change ∑ j, inertia m r k j * w j = _
  simp only [inertia, angMom, Matrix.sum_apply, Finset.sum_apply, Finset.sum_mul]
  rw [Finset.sum_comm]
  refine Finset.sum_congr rfl fun i _ => ?_
  fin_cases k <;>
    simp [Fin.sum_univ_three, cross_apply, vecMulVec_apply, dotProduct, Matrix.one_apply] <;>
    ring
```

Angular momentum is linear in the velocities, so the residual angular momentum is $L_{\rm res}(w)=L-Iw$.

```lean
/-- Subtracting a rigid rotation `w` lowers the angular momentum by `I w`. -/
theorem angMom_residual (m : ι → ℝ) (r v : ι → Vec) (w : Vec) :
    angMom m r (residual r v w) = angMom m r v - inertia m r *ᵥ w := by
  rw [inertia_mulVec]
  simp only [angMom, residual, map_sub, smul_sub, Finset.sum_sub_distrib]
```

Write $T(w)$ for the residual kinetic energy, $v_i'=v_i-w\times r_i$, and $T_{\rm rot}(u)=\tfrac12\sum_i m_i|u\times r_i|^2$. Replacing $w$ by $w+u$ turns $v_i'$ into $v_i'-u\times r_i$, and
$$|v_i'-u\times r_i|^2=|v_i'|^2-2\,u\cdot(r_i\times v_i')+|u\times r_i|^2,$$
because $v_i'\cdot(u\times r_i)=u\cdot(r_i\times v_i')$. Multiplying by $m_i/2$ and summing gives
$$T(w+u)=T(w)-u\cdot L_{\rm res}(w)+T_{\rm rot}(u).$$
In the proof, `h` moves $u$ inside the sum for $L_{\rm res}$; the rest is an identity for each atom.

```lean
/-- Changing the subtracted angular velocity by `u` changes the kinetic energy by a term linear
in the residual angular momentum and the energy of the rigid rotation `u`. -/
theorem kinetic_shift (m : ι → ℝ) (r v : ι → Vec) (w u : Vec) :
    kinetic m (residual r v (w + u)) = kinetic m (residual r v w)
      - u ⬝ᵥ angMom m r (residual r v w) + kinetic m (fun i => u ⨯₃ r i) := by
  have h : u ⬝ᵥ angMom m r (residual r v w)
      = ∑ i, m i * (u ⬝ᵥ (r i ⨯₃ residual r v w i)) := by
    simp only [angMom, dotProduct, Finset.sum_apply, Pi.smul_apply, smul_eq_mul, Finset.mul_sum]
    rw [Finset.sum_comm]
    exact Finset.sum_congr rfl fun i _ => Finset.sum_congr rfl fun j _ => by ring
  rw [h]
  simp only [kinetic, Finset.sum_div]
  rw [← Finset.sum_sub_distrib, ← Finset.sum_add_distrib]
  refine Finset.sum_congr rfl fun i _ => ?_
  simp only [residual, dotProduct, Fin.sum_univ_three, cross_apply, Pi.sub_apply, Pi.add_apply,
    Matrix.cons_val_zero, Matrix.cons_val_one, Matrix.cons_val]
  ring
```

Apply this to the velocities $v_i=u\times r_i$ with $w=0$. Subtracting $u$ leaves nothing, so $0=T_{\rm rot}(u)-u\cdot Iu+T_{\rm rot}(u)$, and hence $T_{\rm rot}(u)=\tfrac12\,u\cdot Iu$.

```lean
/-- A rigid rotation with angular velocity `u` has kinetic energy `u · I u / 2`. -/
theorem rotational_energy (m : ι → ℝ) (r : ι → Vec) (u : Vec) :
    kinetic m (fun i => u ⨯₃ r i) = u ⬝ᵥ (inertia m r *ᵥ u) / 2 := by
  have h := kinetic_shift m r (fun i => u ⨯₃ r i) 0 u
  have e0 : residual r (fun i => u ⨯₃ r i) 0 = fun i => u ⨯₃ r i := by
    funext i; simp [residual]
  have e1 : residual r (fun i => u ⨯₃ r i) (0 + u) = 0 := by
    funext i; simp [residual]
  have e2 : kinetic m (0 : ι → Vec) = 0 := by simp [kinetic]
  rw [e0, e1, e2, ← inertia_mulVec] at h
  linarith
```

## Non-collinear atoms

Let $u\neq0$ and suppose that $u\times r_i=0$ for every atom. The identity
$$(u\cdot u)\,r_i=(u\cdot r_i)\,u-u\times(u\times r_i)$$
then puts every $r_i$ on the line through the origin along $u$. If the atoms are not collinear, some atom must therefore move, and its positive mass makes $T_{\rm rot}(u)>0$. The hypothesis `¬ Collinear ℝ (Set.range r)` says that no single line, through the origin or not, contains all the positions.

```lean
/-- For positive masses at non-collinear positions, every non-zero angular velocity carries
positive rotational energy. -/
theorem rotational_energy_pos {m : ι → ℝ} {r : ι → Vec} (hm : ∀ i, 0 < m i)
    (hr : ¬ Collinear ℝ (Set.range r)) {u : Vec} (hu : u ≠ 0) :
    0 < kinetic m (fun i => u ⨯₃ r i) := by
  have hnn : ∀ x : Vec, 0 ≤ x ⬝ᵥ x := fun x => Finset.sum_nonneg fun j _ => mul_self_nonneg (x j)
  have huu : u ⬝ᵥ u ≠ 0 := mt dotProduct_self_eq_zero.1 hu
  -- some atom lies off the rotation axis
  have hex : ∃ i, u ⨯₃ r i ≠ 0 := by
    by_contra hno
    push Not at hno
    refine hr ?_
    rw [collinear_iff_exists_forall_eq_smul_vadd]
    refine ⟨0, u, ?_⟩
    rintro _ ⟨i, rfl⟩
    have key : ∀ x : Vec, (u ⬝ᵥ u) • x = (u ⬝ᵥ x) • u - u ⨯₃ (u ⨯₃ x) := by
      intro x
      ext k
      fin_cases k <;> simp [dotProduct, Fin.sum_univ_three, cross_apply] <;> ring
    have hk := key (r i)
    rw [hno i, map_zero, sub_zero] at hk
    refine ⟨(u ⬝ᵥ u)⁻¹ * (u ⬝ᵥ r i), ?_⟩
    rw [vadd_eq_add, add_zero, mul_smul, ← hk, smul_smul, inv_mul_cancel₀ huu, one_smul]
  obtain ⟨i, hi⟩ := hex
  refine div_pos (Finset.sum_pos' (fun j _ => mul_nonneg (hm j).le (hnn _))
    ⟨i, Finset.mem_univ i, mul_pos (hm i) ?_⟩) two_pos
  exact lt_of_le_of_ne (hnn _) (Ne.symm (mt dotProduct_self_eq_zero.1 hi))
```

For any positions, $L_{\rm res}(w)=0$ is enough for a minimum: the linear term vanishes, so $T(u)=T(w)+T_{\rm rot}(u-w)\ge T(w)$.

```lean
/-- For positive masses, an angular velocity that leaves no residual angular momentum minimises
the residual kinetic energy. -/
theorem minimal_of_angMom_eq_zero {m : ι → ℝ} {r v : ι → Vec} (hm : ∀ i, 0 < m i) {w : Vec}
    (h : angMom m r (residual r v w) = 0) (u : Vec) :
    kinetic m (residual r v w) ≤ kinetic m (residual r v u) := by
  have hs := kinetic_shift m r v w (u - w)
  rw [add_sub_cancel, h, dotProduct_zero] at hs
  have hp : 0 ≤ kinetic m (fun i => (u - w) ⨯₃ r i) :=
    div_nonneg (Finset.sum_nonneg fun i _ => mul_nonneg (hm i).le
      (Finset.sum_nonneg fun j _ => mul_self_nonneg _)) zero_le_two
  linarith
```

Now let the atoms be non-collinear. If $\det I=0$, some $u\ne0$ would satisfy $Iu=0$ and so $T_{\rm rot}(u)=0$, a contradiction. Hence $I$ is invertible, $Iw_0=L$ and $L_{\rm res}(w_0)=0$. For $w\ne w_0$,
$$T(w)-T(w_0)=T_{\rm rot}(w-w_0)>0.$$
Shifting from $0$ to $w_0$ gives $T(w_0)=T(0)-w_0\cdot L+\tfrac12\,w_0\cdot L$, so the energy removed is $\tfrac12L\cdot w_0$. These are the three parts of the theorem, and `hdet`, `hI` and `hL` are the steps towards them. The centre of mass may lie anywhere here, but the rotation is always about the origin.

```lean
/-- For positive masses at non-collinear positions, `I⁻¹ L` is the strict minimiser of the
residual kinetic energy, the residual angular momentum is zero, and the energy removed is
`L · (I⁻¹ L) / 2`. -/
theorem rotVel_minimises {m : ι → ℝ} {r : ι → Vec} (hm : ∀ i, 0 < m i)
    (hr : ¬ Collinear ℝ (Set.range r)) (v : ι → Vec) :
    (∀ w, w ≠ rotVel m r v →
      kinetic m (residual r v (rotVel m r v)) < kinetic m (residual r v w)) ∧
    angMom m r (residual r v (rotVel m r v)) = 0 ∧
    kinetic m v - kinetic m (residual r v (rotVel m r v))
      = angMom m r v ⬝ᵥ ((inertia m r)⁻¹ *ᵥ angMom m r v) / 2 := by
  -- positive rotational energy makes the inertia tensor invertible
  have hdet : IsUnit (inertia m r).det := by
    refine isUnit_iff_ne_zero.2 fun h0 => ?_
    obtain ⟨u, hu, hIu⟩ := Matrix.exists_mulVec_eq_zero_iff.2 h0
    have hp := rotational_energy_pos hm hr hu
    rw [rotational_energy, hIu, dotProduct_zero, zero_div] at hp
    exact lt_irrefl _ hp
  have hI : inertia m r *ᵥ rotVel m r v = angMom m r v := by
    rw [rotVel, Matrix.mulVec_mulVec, Matrix.mul_nonsing_inv _ hdet, Matrix.one_mulVec]
  have hL : angMom m r (residual r v (rotVel m r v)) = 0 := by
    rw [angMom_residual, hI, sub_self]
  refine ⟨fun w hw => ?_, hL, ?_⟩
  · have hs := kinetic_shift m r v (rotVel m r v) (w - rotVel m r v)
    rw [add_sub_cancel, hL, dotProduct_zero] at hs
    linarith [rotational_energy_pos hm hr (sub_ne_zero.2 hw)]
  · have hs := kinetic_shift m r v 0 (rotVel m r v)
    have e0 : residual r v 0 = v := by funext i; simp [residual]
    rw [zero_add, e0, rotational_energy, hI, dotProduct_comm] at hs
    change _ = angMom m r v ⬝ᵥ rotVel m r v / 2
    linarith [dotProduct_comm (angMom m r v) (rotVel m r v)]
```

## Collinear atoms

Let $r_i=t_id+p$ with $\sum_i m_ir_i=0$, and let $M=\sum_i m_i$. Then $p=-M^{-1}\big(\sum_j m_jt_j\big)d$, so
$$r_i=\Big(t_i-M^{-1}\sum_j m_jt_j\Big)d,$$
and the atoms lie on an axis through the origin. If $d=0$, they all sit at the origin and any non-zero vector serves as the axis.

```lean
/-- Collinear positions of positive masses with centre of mass at the origin lie on an axis
through the origin. -/
theorem exists_axis {m : ι → ℝ} {r : ι → Vec} (hm : ∀ i, 0 < m i)
    (hcom : ∑ i, m i • r i = 0) (hr : Collinear ℝ (Set.range r)) :
    ∃ a : Vec, a ≠ 0 ∧ ∃ t : ι → ℝ, ∀ i, r i = t i • a := by
  rw [collinear_iff_exists_forall_eq_smul_vadd] at hr
  obtain ⟨p, d, hd⟩ := hr
  choose t ht using fun i => hd (r i) ⟨i, rfl⟩
  have hsum : (∑ i, m i * t i) • d + (∑ i, m i) • p = 0 := by
    refine Eq.trans ?_ hcom
    rw [Finset.sum_smul, Finset.sum_smul, ← Finset.sum_add_distrib]
    refine Finset.sum_congr rfl fun i _ => ?_
    rw [ht i, vadd_eq_add]
    module
  have hline : ∀ i, r i = (t i - (∑ j, m j)⁻¹ * ∑ j, m j * t j) • d := by
    intro i
    have hM : (∑ j, m j) ≠ 0 := (Finset.sum_pos (fun j _ => hm j) ⟨i, Finset.mem_univ i⟩).ne'
    have hp : p = (∑ j, m j)⁻¹ • (-((∑ j, m j * t j) • d)) := by
      rw [← eq_neg_of_add_eq_zero_right hsum, smul_smul, inv_mul_cancel₀ hM, one_smul]
    rw [ht i, vadd_eq_add, sub_smul, mul_smul, sub_eq_add_neg, ← smul_neg, ← hp]
  by_cases h0 : d = 0
  · refine ⟨fun _ => 1, fun h => one_ne_zero (congrFun h 0), fun _ => 0, fun i => ?_⟩
    rw [hline i, h0, smul_zero, zero_smul]
  · exact ⟨d, h0, _, hline⟩
```

Now write $r_i=t_ia$ with $a\ne0$, and set $S=\sum_i m_it_i^2$ and $q=\sum_i m_it_iv_i$. Then
$$L_{\rm res}(w)=a\times q-S\,a\times(w\times a).$$
If $S\neq0$, the choice $w=(a\times q)/(S\,a\cdot a)$ makes this zero, because $a\times((a\times q)\times a)=(a\cdot a)(a\times q)$. If $S=0$, every atom is at the origin and $w=0$ works. Either way $w$ is a minimiser. Since $a\times r_i=0$, so is $w+ca$ for every real $c$: spinning about the molecular axis moves no atom. There may be more minimisers than this line; for a single atom at the origin, every angular velocity is one.

```lean
/-- For collinear positions of positive masses with centre of mass at the origin, a whole line
of angular velocities minimises the residual kinetic energy. -/
theorem collinear_minimisers {m : ι → ℝ} {r : ι → Vec} (hm : ∀ i, 0 < m i)
    (hcom : ∑ i, m i • r i = 0) (hr : Collinear ℝ (Set.range r)) (v : ι → Vec) :
    ∃ w a : Vec, a ≠ 0 ∧ ∀ (c : ℝ) (u : Vec),
      kinetic m (residual r v (w + c • a)) ≤ kinetic m (residual r v u) := by
  obtain ⟨a, ha, t, ht⟩ := exists_axis hm hcom hr
  have haa : a ⬝ᵥ a ≠ 0 := mt dotProduct_self_eq_zero.1 ha
  -- one angular velocity that removes all angular momentum
  have hw : ∃ w, angMom m r (residual r v w) = 0 := by
    by_cases hS : ∑ i, m i * t i ^ 2 = 0
    · have h0 : ∀ i, r i = 0 := fun i => by
        have hi := (Finset.sum_eq_zero_iff_of_nonneg
          (fun j _ => mul_nonneg (hm j).le (sq_nonneg (t j)))).1 hS i (Finset.mem_univ i)
        have hti : t i = 0 := pow_eq_zero_iff two_ne_zero |>.1
          ((mul_eq_zero.1 hi).resolve_left (hm i).ne')
        rw [ht i, hti, zero_smul]
      exact ⟨0, by simp [angMom, h0]⟩
    · have e : ∀ w, angMom m r (residual r v w) = a ⨯₃ (∑ i, (m i * t i) • v i)
          - (∑ i, m i * t i ^ 2) • (a ⨯₃ (w ⨯₃ a)) := by
        intro w
        rw [map_sum, Finset.sum_smul, ← Finset.sum_sub_distrib]
        refine Finset.sum_congr rfl fun i _ => ?_
        simp only [residual, ht i, map_sub, map_smul, LinearMap.smul_apply]
        module
      have h3 : ∀ p : Vec, a ⨯₃ ((a ⨯₃ p) ⨯₃ a) = (a ⬝ᵥ a) • (a ⨯₃ p) := by
        intro p
        ext k
        fin_cases k <;> simp [dotProduct, Fin.sum_univ_three, cross_apply] <;> ring
      refine ⟨((∑ i, m i * t i ^ 2) * (a ⬝ᵥ a))⁻¹ • (a ⨯₃ (∑ i, (m i * t i) • v i)), ?_⟩
      rw [e, map_smul, LinearMap.smul_apply, map_smul, h3, smul_smul, smul_smul,
        mul_right_comm, mul_inv_cancel₀ (mul_ne_zero hS haa), one_smul, sub_self]
  obtain ⟨w, hw⟩ := hw
  refine ⟨w, a, ha, fun c u => ?_⟩
  -- spinning about the molecular axis moves no atom
  have hres : residual r v (w + c • a) = residual r v w := by
    funext i
    simp [residual, ht i, cross_self]
  rw [hres]
  exact minimal_of_angMom_eq_zero hm hw u
```

Both cases combine into an equivalence. For collinear atoms, $c=0$ and $c=1$ give two different minimisers; for non-collinear atoms, the strict inequality leaves only $w_0$. The hypothesis `hcom` places the centre of mass at the origin. Some condition that puts collinear atoms on a line through the origin is needed, since two atoms at different points of a line that misses the origin have a unique minimiser.

```lean
/-- For positive masses with centre of mass at the origin, the minimising angular velocity is
unique exactly when the positions are not collinear. -/
theorem unique_minimiser_iff {m : ι → ℝ} {r : ι → Vec} (hm : ∀ i, 0 < m i)
    (hcom : ∑ i, m i • r i = 0) (v : ι → Vec) :
    (∃! w, ∀ u, kinetic m (residual r v w) ≤ kinetic m (residual r v u)) ↔
      ¬ Collinear ℝ (Set.range r) := by
  constructor
  · rintro ⟨w₀, _, huniq⟩ hc
    obtain ⟨w, a, ha, h⟩ := collinear_minimisers hm hcom hc v
    have h01 := (huniq (w + (1 : ℝ) • a) (h 1)).trans (huniq (w + (0 : ℝ) • a) (h 0)).symm
    exact ha (by simpa using h01)
  · intro hr
    obtain ⟨hlt, hL, _⟩ := rotVel_minimises hm hr v
    refine ⟨rotVel m r v, minimal_of_angMom_eq_zero hm hL, fun w hw => ?_⟩
    by_contra hne
    exact not_lt_of_ge (hw _) (hlt w hne)

end

end RotatingMolecule
```

```lean
#print axioms RotatingMolecule.unique_minimiser_iff
-- 'RotatingMolecule.unique_minimiser_iff' depends on axioms: [propext, Classical.choice, Quot.sound]
```
